# Decay of the Bloch vector of a coupled dimer under pure dephasing in the site basis

Take a dimer with one excitation shared between two sites, in units with ħ = 1. Its Hamiltonian in the site basis is `(D/2) σ_z + J σ_x`, where `D` is the difference of the site energies and `J` the coupling, and pure dephasing damps the coherence between the sites at rate `G`. With the density matrix written as `(1 + r · σ)/2`, the first two components of the Bloch vector `r` describe this coherence and the third is the difference of the site populations. The theorem `bloch_decay` says that if `G` is positive and `J` is nonzero, every real solution of the resulting linear equation tends to zero as time goes to infinity, so the coherence vanishes and the site populations become equal. `D` may be any real number, and the length of the initial vector is not restricted.

The proof adds to the squared length a small multiple of the product of the second and third components, and aims to show that the resulting function `V t`, multiplied by `Real.exp (c * t)` for a positive constant `c`, never increases. Since the squared length is at most `2 * V t`, the decay follows.

An attempt in Lean 4 with a fault in it:

```lean
import Mathlib

open Matrix Filter Topology

namespace HakenStroblDimer

noncomputable section

/-- The Bloch generator of a dimer with dephasing rate `G`, energy gap `D` and coupling `J`. -/
def blochGen (G D J : ℝ) : Matrix (Fin 3) (Fin 3) ℝ :=
  !![-G, -D, 0; D, -G, -(2 * J); 0, 2 * J, 0]

/-- The Bloch equation written for the two coherence components and the population difference. -/
theorem bloch_components {G D J : ℝ} {r : ℝ → Fin 3 → ℝ}
    (hr : ∀ t, HasDerivAt r (blochGen G D J *ᵥ r t) t) (t : ℝ) :
    HasDerivAt (fun s => r s 0) (-G * r t 0 - D * r t 1) t ∧
    HasDerivAt (fun s => r s 1) (D * r t 0 - G * r t 1 - 2 * J * r t 2) t ∧
    HasDerivAt (fun s => r s 2) (2 * J * r t 1) t := by
  have h := hasDerivAt_pi.1 (hr t)
  refine ⟨(h 0).congr_deriv ?_, (h 1).congr_deriv ?_, (h 2).congr_deriv ?_⟩ <;>
    simp [blochGen, Matrix.mulVec, dotProduct, Fin.sum_univ_three] <;> ring

/-- Every solution of the Bloch equation of a coupled, dephased dimer decays to zero. -/
theorem bloch_decay {G D J : ℝ} (hG : 0 < G) (hJ : J ≠ 0) {r : ℝ → Fin 3 → ℝ}
    (hr : ∀ t, HasDerivAt r (blochGen G D J *ᵥ r t) t) : Tendsto r atTop (𝓝 0) := by
  obtain ⟨ε, hε, hεG⟩ : ∃ ε : ℝ, 0 < ε ∧ ε * (G ^ 2 + D ^ 2 + 2 * J ^ 2) = G :=
    ⟨G / (G ^ 2 + D ^ 2 + 2 * J ^ 2), by positivity, div_mul_cancel₀ _ (by positivity)⟩
  have g1 : 0 ≤ ε * G ^ 2 := by positivity
  have g2 : 0 ≤ ε * D ^ 2 := by positivity
  have g3 : 0 < ε * J ^ 2 := by positivity
  have hεG1 : ε * G ≤ 1 := le_of_mul_le_mul_left (by linarith : G * (ε * G) ≤ G * 1) hG
  have hq : (ε * J) ^ 2 ≤ 1 := by
    have := mul_le_mul_of_nonneg_left (by linarith : ε * J ^ 2 ≤ G) hε.le
    linarith
  -- a Lyapunov function that also sees the population difference
  let V : ℝ → ℝ := fun t =>
    r t 0 * r t 0 + r t 1 * r t 1 + r t 2 * r t 2 + ε * J * (r t 1 * r t 2)
  let c : ℝ := ε * J ^ 2 / 2
  have hc : 0 < c := by positivity
  have hlow : ∀ t, r t 0 ^ 2 + r t 1 ^ 2 + r t 2 ^ 2 ≤ 2 * V t := fun t => by
    have := mul_nonneg (sub_nonneg.2 hq) (sq_nonneg (r t 2))
    simp only [V]
    linarith [sq_nonneg (r t 1 + ε * J * r t 2), sq_nonneg (r t 0)]
  have hanti : Antitone (fun t => V t * Real.exp (c * t)) := by
    have hW : ∀ t, ∃ w ≤ 0, HasDerivAt (fun s => V s * Real.exp (c * s)) w t := fun t => by
      obtain ⟨hx, hy, hz⟩ := bloch_components hr t
      have hV := (((hx.fun_mul hx).fun_add (hy.fun_mul hy)).fun_add (hz.fun_mul hz)).fun_add
        ((hy.fun_mul hz).const_mul (ε * J))
      have he := ((hasDerivAt_id' t).const_mul c).exp
      refine ⟨_, ?_, hV.fun_mul he⟩
      have hup : V t ≤ 3 / 2 * (r t 0 ^ 2 + r t 1 ^ 2 + r t 2 ^ 2) := by
        have := mul_nonneg (sub_nonneg.2 hq) (sq_nonneg (r t 2))
        simp only [V]
        linarith [sq_nonneg (r t 1 - ε * J * r t 2), sq_nonneg (r t 0)]
      have hcV := mul_le_mul_of_nonneg_left hup hc.le
      have a1 := mul_nonneg (by linarith :
        0 ≤ 2 * G - ε * D ^ 2 / 2 - 3 / 4 * (ε * J ^ 2)) (sq_nonneg (r t 0))
      have a2 := mul_nonneg (by linarith :
        0 ≤ 2 * G - ε * G ^ 2 / 2 - 11 / 4 * (ε * J ^ 2)) (sq_nonneg (r t 1))
      have a3 := mul_nonneg g3.le (sq_nonneg (r t 2))
      have a4 := mul_nonneg hε.le (sq_nonneg (J * r t 2 - D * r t 0))
      have a5 := mul_nonneg hε.le (sq_nonneg (J * r t 2 + G * r t 1))
      simp only [V, c] at hcV ⊢
      rw [mul_one, mul_comm (Real.exp _) (ε * J ^ 2 / 2), ← mul_assoc, ← add_mul]
      exact mul_nonpos_iff.2 (Or.inr ⟨by linarith, (Real.exp_pos _).le⟩)
    refine antitone_of_deriv_nonpos (fun t => ?_) (fun t => ?_)
    · obtain ⟨w, _, h⟩ := hW t
      exact h.differentiableAt
    · obtain ⟨w, hw, h⟩ := hW t
      rw [h.deriv]
      exact hw
  have hlim : Tendsto (fun t => Real.sqrt (2 * V 0 * Real.exp (-(c * t)))) atTop (𝓝 0) := by
    have h := ((Real.tendsto_exp_neg_atTop_nhds_zero.comp
      (tendsto_id.const_mul_atTop hc)).const_mul (2 * V 0)).sqrt
    rw [mul_zero, Real.sqrt_zero] at h
    exact h
  refine tendsto_pi_nhds.2 fun i => squeeze_zero_norm' ?_ hlim
  filter_upwards [eventually_ge_atTop 0] with t ht
  have h1 : V t * Real.exp (c * t) ≤ V 0 := by simpa using hanti ht
  have h2 : V t ≤ V 0 * Real.exp (-(c * t)) := by
    have h3 := mul_le_mul_of_nonneg_right h1 (Real.exp_pos (-(c * t))).le
    rwa [mul_assoc, ← Real.exp_add, add_neg_cancel, Real.exp_zero, mul_one] at h3
  rw [Real.norm_eq_abs]
  apply Real.abs_le_sqrt
  have h4 := hlow t
  have p0 := sq_nonneg (r t 0)
  have p1 := sq_nonneg (r t 1)
  have p2 := sq_nonneg (r t 2)
  fin_cases i <;> dsimp only [Fin.zero_eta, Fin.mk_one, Fin.reduceFinMk] <;> linarith

end

end HakenStroblDimer
```

Compiling this gives:

```
Main.lean:64:71: error: Tactic `rewrite` failed: Did not find an occurrence of the pattern
  ?a * ?c + ?b * ?c
in the target expression
  ((-G * r t 0 - D * r t 1) * r t 0 + r t 0 * (-G * r t 0 - D * r t 1) +
              ((D * r t 0 - G * r t 1 - 2 * J * r t 2) * r t 1 + r t 1 * (D * r t 0 - G * r t 1 - 2 * J * r t 2)) +
            (2 * J * r t 1 * r t 2 + r t 2 * (2 * J) * r t 1) +
          ε * J * ((D * r t 0 - G * r t 1 - 2 * J * r t 2) * r t 2 + r t 1 * (2 * J * r t 1))) *
        Real.exp (ε * J ^ 2 / 2 * t) +
      (r t 0 * r t 0 + r t 1 * r t 1 + r t 2 * r t 2 + ε * J * (r t 1 * r t 2)) *
        (ε * J ^ 2 / 2 * Real.exp (ε * J ^ 2 / 2 * t)) ≤
    0

G D J : ℝ
hG : 0 < G
hJ : J ≠ 0
r : ℝ → Fin 3 → ℝ
hr : ∀ (t : ℝ), HasDerivAt r (blochGen G D J *ᵥ r t) t
ε : ℝ
hε : 0 < ε
hεG : ε * (G ^ 2 + D ^ 2 + 2 * J ^ 2) = G
g1 : 0 ≤ ε * G ^ 2
g2 : 0 ≤ ε * D ^ 2
g3 : 0 < ε * J ^ 2
hεG1 : ε * G ≤ 1
hq : (ε * J) ^ 2 ≤ 1
V : ℝ → ℝ := fun t => r t 0 * r t 0 + r t 1 * r t 1 + r t 2 * r t 2 + ε * J * (r t 1 * r t 2)
c : ℝ := ε * J ^ 2 / 2
hc : 0 < c
hlow : ∀ (t : ℝ), r t 0 ^ 2 + r t 1 ^ 2 + r t 2 ^ 2 ≤ 2 * V t
t : ℝ
hx : HasDerivAt (fun s => r s 0) (-G * r t 0 - D * r t 1) t
hy : HasDerivAt (fun s => r s 1) (D * r t 0 - G * r t 1 - 2 * J * r t 2) t
hz : HasDerivAt (fun s => r s 2) (2 * J * r t 1) t
hV :
  HasDerivAt (fun i => r i 0 * r i 0 + r i 1 * r i 1 + r i 2 * r i 2 + ε * J * (r i 1 * r i 2))
    ((-G * r t 0 - D * r t 1) * r t 0 + r t 0 * (-G * r t 0 - D * r t 1) +
          ((D * r t 0 - G * r t 1 - 2 * J * r t 2) * r t 1 + r t 1 * (D * r t 0 - G * r t 1 - 2 * J * r t 2)) +
        (2 * J * r t 1 * r t 2 + r t 2 * (2 * J * r t 1)) +
      ε * J * ((D * r t 0 - G * r t 1 - 2 * J * r t 2) * r t 2 + r t 1 * (2 * J * r t 1)))
    t
he : HasDerivAt (fun x => Real.exp (c * x)) (Real.exp (c * t) * (c * 1)) t
hup : V t ≤ 3 / 2 * (r t 0 ^ 2 + r t 1 ^ 2 + r t 2 ^ 2)
hcV :
  ε * J ^ 2 / 2 * (r t 0 * r t 0 + r t 1 * r t 1 + r t 2 * r t 2 + ε * J * (r t 1 * r t 2)) ≤
    ε * J ^ 2 / 2 * (3 / 2 * (r t 0 ^ 2 + r t 1 ^ 2 + r t 2 ^ 2))
a1 : 0 ≤ (2 * G - ε * D ^ 2 / 2 - 3 / 4 * (ε * J ^ 2)) * r t 0 ^ 2
a2 : 0 ≤ (2 * G - ε * G ^ 2 / 2 - 11 / 4 * (ε * J ^ 2)) * r t 1 ^ 2
a3 : 0 ≤ ε * J ^ 2 * r t 2 ^ 2
a4 : 0 ≤ ε * (J * r t 2 - D * r t 0) ^ 2
a5 : 0 ≤ ε * (J * r t 2 + G * r t 1) ^ 2
⊢ ((-G * r t 0 - D * r t 1) * r t 0 + r t 0 * (-G * r t 0 - D * r t 1) +
              ((D * r t 0 - G * r t 1 - 2 * J * r t 2) * r t 1 + r t 1 * (D * r t 0 - G * r t 1 - 2 * J * r t 2)) +
            (2 * J * r t 1 * r t 2 + r t 2 * (2 * J) * r t 1) +
          ε * J * ((D * r t 0 - G * r t 1 - 2 * J * r t 2) * r t 2 + r t 1 * (2 * J * r t 1))) *
        Real.exp (ε * J ^ 2 / 2 * t) +
      (r t 0 * r t 0 + r t 1 * r t 1 + r t 2 * r t 2 + ε * J * (r t 1 * r t 2)) *
        (ε * J ^ 2 / 2 * Real.exp (ε * J ^ 2 / 2 * t)) ≤
    0
```

Cause. The error is in the step that shows the derivative of `V t * Real.exp (c * t)` is at most zero. The derivative is a sum of two terms, and `← add_mul` is meant to take the exponential out of both as a common right factor. For that, the second term, `V t` (written out) times `(ε * J ^ 2 / 2 * Real.exp (ε * J ^ 2 / 2 * t))`, must first be regrouped so that the exponential stands alone on the right.

The bare `← mul_assoc` was meant to do this, but it can regroup any product of the form `a * (b * c)`, and it settled on an earlier one. The goal in the message shows `r t 2 * (2 * J) * r t 1` where `hV` still has `r t 2 * (2 * J * r t 1)`. The second term was left as it was, so `← add_mul` found no sum with a common right factor.

The repair gives `mul_assoc` its first factor explicitly, the written-out form of `V t`. The rewrite can then only regroup a product that starts with that factor, which is the second term, and `← add_mul` applies.

The mended proof, as a diff:

```diff
@@ -62,5 +62,7 @@
       have a5 := mul_nonneg hε.le (sq_nonneg (J * r t 2 + G * r t 1))
       simp only [V, c] at hcV ⊢
-      rw [mul_one, mul_comm (Real.exp _) (ε * J ^ 2 / 2), ← mul_assoc, ← add_mul]
+      rw [mul_one, mul_comm (Real.exp _) (ε * J ^ 2 / 2),
+        ← mul_assoc (r t 0 * r t 0 + r t 1 * r t 1 + r t 2 * r t 2 + ε * J * (r t 1 * r t 2)),
+        ← add_mul]
       exact mul_nonpos_iff.2 (Or.inr ⟨by linarith, (Real.exp_pos _).le⟩)
     refine antitone_of_deriv_nonpos (fun t => ?_) (fun t => ?_)
```
